# The moment tensors of orders 1 to \(n\) determine \(n\) real vectors up to relabelling

Whether the moment tensors of an atom's surroundings fix the positions of its neighbours is a question about unlabelled points, but the surroundings are represented here by a labelled list of \(n\) vectors in \(\mathbb{R}^d\). Two lists count as the same surroundings when a permutation of the labels turns one into the other.

```lean
import Mathlib

open Polynomial Matrix

namespace MomentTensorDescriptors

noncomputable section

/-- The moment tensor of order `k` of a configuration of `n` vectors in `d` dimensions:
the sum over the vectors of their `k`-fold tensor powers, in components. -/
def momentTensor {n d : ℕ} (k : ℕ) (x : Fin n → Fin d → ℝ) (a : Fin k → Fin d) : ℝ :=
  ∑ i, ∏ s, x i (a s)

/-- The projected moment of order `k` along `u`: the sum over the vectors of the `k`-th powers of
their projections `u ⬝ᵥ x i`, where `u` need not have unit length. -/
def projectedMoment {n d : ℕ} (k : ℕ) (x : Fin n → Fin d → ℝ) (u : Fin d → ℝ) : ℝ :=
  ∑ i, (u ⬝ᵥ x i) ^ k

/-- Contracting the moment tensor of order `k` with `k` copies of `u` gives the projected
moment of order `k` along `u`. -/
theorem momentTensor_contract {n d : ℕ} (k : ℕ) (x : Fin n → Fin d → ℝ) (u : Fin d → ℝ) :
    ∑ a : Fin k → Fin d, (∏ s, u (a s)) * momentTensor k x a = projectedMoment k x u := by
  simp only [momentTensor, projectedMoment, dotProduct, Finset.mul_sum]
  rw [Finset.sum_comm]
  refine Finset.sum_congr rfl fun i _ => ?_
  rw [Fintype.sum_pow]
  exact Finset.sum_congr rfl fun a _ => Finset.prod_mul_distrib.symm

/-- If two configurations of `n` vectors have equal projected moments of orders `1` to `n`
along `u`, the monic polynomials whose roots are their projections on `u` coincide. -/
theorem projection_polynomial_eq {n d : ℕ} (x y : Fin n → Fin d → ℝ) (u : Fin d → ℝ)
    (h : ∀ k, 1 ≤ k → k ≤ n → projectedMoment k x u = projectedMoment k y u) :
    ∏ i, (X - C (u ⬝ᵥ x i)) = ∏ i, (X - C (u ⬝ᵥ y i)) := by
  -- by Newton's identities the power sums fix the elementary symmetric functions
  have newton : ∀ f g : Fin n → ℝ,
      (∀ k, 1 ≤ k → k ≤ n → ∑ i, f i ^ k = ∑ i, g i ^ k) → ∀ k, k ≤ n →
      MvPolynomial.aeval f (MvPolynomial.esymm (Fin n) ℝ k) =
        MvPolynomial.aeval g (MvPolynomial.esymm (Fin n) ℝ k) := by
    intro f g hfg k
    induction k using Nat.strong_induction_on with
    | _ k ih =>
      intro hk
      rcases Nat.eq_zero_or_pos k with h0 | hpos
      · subst h0
        simp [MvPolynomial.esymm_zero]
      · have hk0 : (k : ℝ) ≠ 0 := Nat.cast_ne_zero.mpr (by omega)
        have hf := congrArg (MvPolynomial.aeval f) (MvPolynomial.mul_esymm_eq_sum (Fin n) ℝ k)
        have hg := congrArg (MvPolynomial.aeval g) (MvPolynomial.mul_esymm_eq_sum (Fin n) ℝ k)
        simp only [map_mul, map_natCast, map_pow, map_neg, map_one, map_sum,
          MvPolynomial.psum, MvPolynomial.aeval_X] at hf hg
        apply mul_left_cancel₀ hk0
        rw [hf, hg]
        congr 1
        refine Finset.sum_congr rfl fun a ha => ?_
        have ha' : a.1 + a.2 = k ∧ a.1 < k := by simpa using ha
        rw [ih a.1 ha'.2 (by omega), hfg a.2 (by omega) (by omega)]
  -- and these are the coefficients of the polynomial
  have expand : ∀ q : Fin n → ℝ, ∏ i, (X - C (q i)) =
      ∑ j ∈ Finset.range (n + 1), (-1) ^ j *
        (C (MvPolynomial.aeval q (MvPolynomial.esymm (Fin n) ℝ j)) * X ^ (n - j)) := by
    intro q
    have hc : Multiset.card (Finset.univ : Finset (Fin n)).val = n := by simp
    have := Multiset.prod_X_sub_X_eq_sum_esymm (Finset.univ.val.map q)
    rw [Multiset.map_map, Multiset.card_map, hc] at this
    simp only [MvPolynomial.aeval_esymm_eq_multiset_esymm]
    exact this
  rw [expand (fun i => u ⬝ᵥ x i), expand (fun i => u ⬝ᵥ y i)]
  refine Finset.sum_congr rfl fun j hj => ?_
  rw [newton (fun i => u ⬝ᵥ x i) (fun i => u ⬝ᵥ y i) h j
    (by have := Finset.mem_range.mp hj; omega)]

/-- If the polynomials whose roots are the projections on `u` coincide, some relabelling
matches the projections of the two configurations one by one. -/
theorem exists_perm_projection {n d : ℕ} (x y : Fin n → Fin d → ℝ) (u : Fin d → ℝ)
    (h : ∏ i, (X - C (u ⬝ᵥ x i)) = ∏ i, (X - C (u ⬝ᵥ y i))) :
    ∃ σ : Equiv.Perm (Fin n), ∀ i, u ⬝ᵥ x (σ i) = u ⬝ᵥ y i := by
  have r : ∀ q : Fin n → ℝ, (∏ i, (X - C (q i))).roots = Finset.univ.val.map q := by
    intro q
    have := Polynomial.roots_multiset_prod_X_sub_C (Finset.univ.val.map q)
    rw [Multiset.map_map] at this
    exact this
  have hm := congrArg Polynomial.roots h
  rw [r (fun i => u ⬝ᵥ x i), r (fun i => u ⬝ᵥ y i)] at hm
  -- every value is taken equally often by both sets of projections
  have count : ∀ (q : Fin n → ℝ) (c : ℝ),
      Fintype.card {i // q i = c} = Multiset.count c (Finset.univ.val.map q) := by
    intro q c
    rw [Fintype.card_subtype, Multiset.count_map]
    change _ = (Finset.univ.filter (fun i => c = q i)).card
    congr 1
    ext i
    simp only [Finset.mem_filter, Finset.mem_univ, true_and]
    exact eq_comm
  have e : ∀ c : ℝ, {i // u ⬝ᵥ y i = c} ≃ {i // u ⬝ᵥ x i = c} := fun c =>
    Fintype.equivOfCardEq
      ((count (fun i => u ⬝ᵥ y i) c).trans
        ((congrArg (Multiset.count c) hm.symm).trans (count (fun i => u ⬝ᵥ x i) c).symm))
  exact ⟨Equiv.ofFiberEquiv e, fun i => Equiv.ofFiberEquiv_map e i⟩

/-- For finitely many nonzero vectors there is a vector `u` orthogonal to none of them. -/
theorem exists_separating_direction {d : ℕ} (s : Finset (Fin d → ℝ))
    (hs : ∀ v ∈ s, v ≠ 0) : ∃ u : Fin d → ℝ, ∀ v ∈ s, u ⬝ᵥ v ≠ 0 := by
  -- along the curve (1, t, t², ...) each projection is a nonzero polynomial in t
  obtain ⟨P, hP⟩ : ∃ P : (Fin d → ℝ) → ℝ[X],
      ∀ v, P v = ∑ j : Fin d, C (v j) * X ^ (j : ℕ) := ⟨_, fun _ => rfl⟩
  have hne : ∏ v ∈ s, P v ≠ 0 := by
    refine Finset.prod_ne_zero_iff.mpr fun v hv h0 => hs v hv ?_
    funext j
    have := congrArg (fun p : ℝ[X] => p.coeff (j : ℕ)) h0
    simpa [hP, Polynomial.finsetSum_coeff, Polynomial.coeff_X_pow, Fin.val_inj] using this
  obtain ⟨t, ht⟩ : ∃ t : ℝ, (∏ v ∈ s, P v).eval t ≠ 0 := by
    by_contra hc
    refine hne (Polynomial.funext fun t => ?_)
    by_contra h0
    exact hc ⟨t, fun h1 => h0 (by rw [h1, Polynomial.eval_zero])⟩
  refine ⟨fun j => t ^ (j : ℕ), fun v hv h0 => ht ?_⟩
  rw [Polynomial.eval_prod]
  apply Finset.prod_eq_zero hv
  have h1 : ∑ j : Fin d, t ^ (j : ℕ) * v j = 0 := h0
  refine Eq.trans ?_ h1
  rw [hP, Polynomial.eval_finsetSum]
  refine Finset.sum_congr rfl fun j _ => ?_
  rw [Polynomial.eval_mul, Polynomial.eval_C, Polynomial.eval_pow, Polynomial.eval_X, mul_comm]

/-- Two configurations of `n` vectors whose projected moments of orders `1` to `n` agree
along every direction are equal up to a relabelling of the vectors. -/
theorem exists_perm_of_projectedMoment_eq {n d : ℕ} (x y : Fin n → Fin d → ℝ)
    (h : ∀ u, ∀ k, 1 ≤ k → k ≤ n → projectedMoment k x u = projectedMoment k y u) :
    ∃ σ : Equiv.Perm (Fin n), ∀ i, y i = x (σ i) := by
  classical
  -- a direction that separates every x i from every different y j
  obtain ⟨u, hu⟩ := exists_separating_direction
    ((Finset.univ.image (fun p : Fin n × Fin n => x p.1 - y p.2)).filter (fun v => v ≠ 0))
    (fun v hv => (Finset.mem_filter.mp hv).2)
  obtain ⟨σ, hσ⟩ := exists_perm_projection x y u (projection_polynomial_eq x y u (h u))
  refine ⟨σ, fun i => ?_⟩
  by_contra hne
  refine hu (x (σ i) - y i) (Finset.mem_filter.mpr
    ⟨Finset.mem_image.mpr ⟨(σ i, i), Finset.mem_univ _, rfl⟩,
      fun h0 => hne (sub_eq_zero.mp h0).symm⟩) ?_
  rw [dotProduct_sub, hσ i, sub_self]

/-- The moment tensors of orders `1` to `n` of two configurations of `n` vectors agree if
and only if the configurations are equal up to a relabelling of the vectors. -/
theorem momentTensor_eq_iff {n d : ℕ} (x y : Fin n → Fin d → ℝ) :
    (∀ k, 1 ≤ k → k ≤ n → momentTensor k x = momentTensor k y) ↔
      ∃ σ : Equiv.Perm (Fin n), ∀ i, y i = x (σ i) := by
  constructor
  · intro h
    refine exists_perm_of_projectedMoment_eq x y fun u k h1 hn => ?_
    rw [← momentTensor_contract, ← momentTensor_contract, h k h1 hn]
  · rintro ⟨σ, hσ⟩ k _ _
    funext a
    simp only [momentTensor, hσ]
    exact (Equiv.sum_comp σ (fun i => ∏ s, x i (a s))).symm

/-- The corners of a square in the plane, lying on the coordinate axes. -/
def square : Fin 4 → Fin 2 → ℝ := ![![5, 0], ![0, 5], ![-5, 0], ![0, -5]]

/-- The same square rotated about its centre by the angle with cosine 3/5 and sine 4/5. -/
def rotatedSquare : Fin 4 → Fin 2 → ℝ := ![![3, 4], ![-4, 3], ![-3, -4], ![4, -3]]

/-- The square and its rotated copy, with four points each, have equal projected moments of
orders `1` to `3` along every direction, yet no relabelling turns one into the other. -/
theorem order_three_insufficient_for_four_points :
    (∀ u, ∀ k, 1 ≤ k → k ≤ 3 →
      projectedMoment k square u = projectedMoment k rotatedSquare u) ∧
    ¬ ∃ σ : Equiv.Perm (Fin 4), ∀ i, rotatedSquare i = square (σ i) := by
  constructor
  · intro u k h1 h3
    interval_cases k <;>
      simp [projectedMoment, square, rotatedSquare, dotProduct, Fin.sum_univ_four,
        Fin.sum_univ_two] <;> ring
  · rintro ⟨σ, hσ⟩
    -- no corner of the first square has first coordinate 3
    have h := congrFun (hσ 0) 0
    generalize σ 0 = j at h
    fin_cases j <;> norm_num [square, rotatedSquare] at h

end

end MomentTensorDescriptors
```

```lean
#print axioms MomentTensorDescriptors.momentTensor_eq_iff
#print axioms MomentTensorDescriptors.order_three_insufficient_for_four_points
```

```
'MomentTensorDescriptors.momentTensor_eq_iff' depends on axioms: [propext, Classical.choice, Quot.sound]
'MomentTensorDescriptors.order_three_insufficient_for_four_points' depends on axioms: [propext, Classical.choice, Quot.sound]
```

A configuration `x : Fin n → Fin d → ℝ` assigns to each label \(i=0,\dots,n-1\) a vector \(x_i\) with components \(x_{i,b}\), \(b=0,\dots,d-1\). Its moment tensor of order \(k\) and its projected moment along a vector \(u\) are

\[
M^{(k)}_{a_0\dots a_{k-1}}(x)=\sum_i\prod_{s=0}^{k-1}x_{i,a_s},\qquad
p_k(x,u)=\sum_i(u\cdot x_i)^k .
\]

In the file these are `momentTensor` and `projectedMoment`, and `⬝ᵥ` is the dot product. The vector \(u\) need not have unit length. The main theorem, `momentTensor_eq_iff`, says that two configurations \(x,y\) of \(n\) vectors have equal moment tensors for all \(1\le k\le n\) exactly when some permutation \(\sigma\) gives \(y_i=x_{\sigma(i)}\) for every \(i\). The theorem `exists_perm_of_projectedMoment_eq` reaches the same permutation from equality of the projected moments along every \(u\).

Physically, the \(x_i\) are the positions of neighbours relative to a central atom. Moment tensors of this kind enter descriptors for machine-learned interatomic potentials; for \(n\) neighbours of one species with unit weights, the tensors up to order \(n\) lose only the labels. Both configurations have the same known \(n\), and there are no radial weights or cutoff. Another step left open towards such potentials is the passage from tensor components in a fixed frame to rotation-invariant scalars: here a rotated configuration generally counts as a different one.

The proof first reduces tensors to numbers. Contracting with \(k\) copies of \(u\) and exchanging the sums gives

\[
\sum_{a}\Big(\prod_s u_{a_s}\Big)M^{(k)}_a(x)
=\sum_i\Big(\sum_b u_b x_{i,b}\Big)^k=p_k(x,u),
\]

which is `momentTensor_contract`; `Fintype.sum_pow` expands the power. Equal tensors therefore have equal projected moments.

Now fix \(u\), and let \(q_i=u\cdot x_i\). Write \(e_k\) for the elementary symmetric functions of the \(q_i\), with \(e_0=1\), and \(p_k=\sum_i q_i^k\). Newton's identities read

\[
k\,e_k=\sum_{b=1}^{k}(-1)^{b-1}e_{k-b}\,p_b .
\]

For \(1\le k\le n\) the right-hand side contains only earlier \(e\)'s and the given moments. Dividing by \(k\), strong induction shows that \(e_0,\dots,e_n\) agree for the two configurations. They are the coefficients, up to sign, in

\[
\prod_i(X-q_i)=\sum_{j=0}^{n}(-1)^j e_j X^{n-j},
\]

so the polynomials for \(x\) and \(y\) coincide. In `projection_polynomial_eq`, the steps `newton` and `expand` carry out these two arguments.

Equal polynomials have the same roots with the same multiplicities. Each value is thus taken equally often by the two sets of projections, and matching the labels value by value gives a permutation with \(u\cdot x_{\sigma(i)}=u\cdot y_i\). This is `exists_perm_projection`, where `Equiv.ofFiberEquiv` joins the matchings.

So far \(\sigma\) may depend on \(u\), and equal projections need not mean equal vectors. A suitable \(u\) removes both difficulties. For a nonzero vector \(v\), the polynomial

\[
P_v(t)=\sum_{j=0}^{d-1}v_jt^j
\]

is nonzero. A finite product of such polynomials is also nonzero, so some real \(t\) is a root of none of them, and \(u=(1,t,\dots,t^{d-1})\) is orthogonal to none of the vectors. This is `exists_separating_direction`.

Apply it to all nonzero differences \(x_i-y_j\), and take the \(\sigma\) belonging to this \(u\). Since \(u\cdot(x_{\sigma(i)}-y_i)=0\), the difference cannot be nonzero, and \(y_i=x_{\sigma(i)}\). Conversely, relabelling only reorders the sum defining \(M^{(k)}\), which `Equiv.sum_comp` expresses.

The last theorem shows that projected moments up to order \(n-1=3\) are not enough for four points in the plane. The same then holds for the moment tensors, although this step is not in the file: \(M^{(k)}\) is symmetric, and its components are, up to multinomial factors, the coefficients of \(p_k(x,u)\) as a polynomial in the components of \(u\). For `square` and `rotatedSquare`, opposite corners cancel in the odd moments, and with \(u=(u_0,u_1)\) the second moments are

\[
2(25u_0^2+25u_1^2)=2\big[(3u_0+4u_1)^2+(-4u_0+3u_1)^2\big].
\]

Projected moments of orders 1 to 3 therefore agree along every \(u\); the Lean proof treats the three orders separately. Yet the rotated square has a corner with first coordinate 3, while those of the original have only 5, 0 and −5, so no relabelling connects them. The two squares do differ only by a rotation, so the example concerns tensor components in a fixed frame; it does not show that a rotation-invariant descriptor needs order 4.
